# Exchange holes at odd distance in half-filled hopping rings with independently half-filled zero levels: N = 4m+2 and N = 4m+4 converge from opposite sides

Four sites in a ring, with hopping amplitude −t (t > 0), have levels −2t, 0, 2t, 0. At zero chemical potential and low temperature there is one electron per site on average: for each spin the lowest level is full, and each zero level is occupied with probability ½, independently of the other. The one-spin density-matrix element between neighbours is

p = (1·1 + ½·0 + 0·(−1) + ½·0)/4 = 1/4.

Six sites have no zero level. The levels −2t, −t, −t are full, and

p = (1 + ½ + ½)/6 = 1/3.

An electron depletes the same-spin density around it. At one electron per site, the depth of this exchange hole on a neighbour is 2p²: 1/8 for four sites and 2/9 for six. The infinite chain has 2/π² ≈ 0.2026, which lies between them. How does the difference shrink as the ring grows?

```lean
import Mathlib

open Filter Topology Finset
open scoped Real

namespace HalfFilledRing

noncomputable section
```

For N sites and k = 0, …, N−1, the plane-wave levels are

ε_k = −2t cos(2πk/N).

For N = 2 this counts the bond twice.

```lean
/-- Energy of the plane wave `k` on a ring of `N ≥ 1` sites with hopping amplitude `-t`. -/
def level (t : ℝ) (N k : ℕ) : ℝ := -2 * t * Real.cos (2 * π * k / N)
```

The occupation f_k per spin is 1, ½ or 0 for a negative, zero or positive level. The ½ stands for the low-temperature limit of thermal filling at zero chemical potential. The zero levels are then occupied independently, so the electron number fluctuates when they are present.

```lean
/-- Occupation per spin: negative levels full, zero levels half filled, positive levels empty
(`N ≥ 1`). -/
def occupation (t : ℝ) (N k : ℕ) : ℝ :=
  if level t N k < 0 then 1 else if level t N k = 0 then 1 / 2 else 0
```

The density matrix at integer distance r is

γ(r) = (1/N) Σ_k f_k cos(2πkr/N).

The cosine suffices because k and N−k are equally occupied.

```lean
/-- One-spin density matrix between sites a distance `r` apart on a ring of `N ≥ 1` sites. -/
def densityMatrix (t : ℝ) (N : ℕ) (r : ℤ) : ℝ :=
  (∑ k ∈ range N, occupation t N k * Real.cos (2 * π * k / N * r)) / N
```

For independently occupied levels and one electron per site on average, the depth is h(r) = 2γ(r)², one term per spin. It is positive here, while textbooks usually give the hole a negative sign.

```lean
/-- Exchange-hole depth at distance `r`: the squared density matrix summed over two equal spin
channels (even `N ≥ 2`, where there is one electron per site on average). -/
def exchangeHole (t : ℝ) (N : ℕ) (r : ℤ) : ℝ := 2 * densityMatrix t N r ^ 2
```

These definitions take the plane-wave solution of the hopping Hamiltonian and the formula for the depth as given; those steps are not derived in Lean.

## (a) Levels half a zone apart

For N = 2n with n ≥ 1, show that partner levels hold one electron per spin together:

f_{n+k} = 1 − f_k.

**Solution.** Moving k by n adds π to the phase 2πk/N, so ε_k changes sign. Full and empty swap, and ½ stays ½. Lean proves the sign change as `h`, then treats the three signs separately.

```lean
/-- Half filling: on a non-empty ring of `2n` sites, levels half a Brillouin zone apart hold
one electron per spin together. -/
theorem occupation_half_shift (t : ℝ) {n : ℕ} (hn : 0 < n) (k : ℕ) :
    occupation t (2 * n) (n + k) = 1 - occupation t (2 * n) k := by
  have hN : ((2 * n : ℕ) : ℝ) ≠ 0 := Nat.cast_ne_zero.2 (by omega)
  have h : level t (2 * n) (n + k) = -level t (2 * n) k := by
    rw [level, level, show 2 * π * ((n + k : ℕ) : ℝ) / ((2 * n : ℕ) : ℝ) =
      2 * π * k / ((2 * n : ℕ) : ℝ) + π by
        rw [div_add' _ _ _ hN]; congr 1; push_cast; ring, Real.cos_add_pi]
    ring
  simp only [occupation, h]
  rcases lt_trichotomy (level t (2 * n) k) 0 with g | g | g
  · norm_num [g, g.ne, not_lt.2 g.le]
  · norm_num [g]
  · norm_num [g, g.ne', not_lt.2 g.le]
```

## (b) Filling in the first half of the zone

Write [A] for 1 if A is true and 0 otherwise. For t > 0 and k < n, show

f_k = ([4k < N] + [4k ≤ N])/2.

**Solution.** The angle 2πk/N lies in [0, π). Below π/2 its cosine is positive, so the level is negative and full; at π/2 the level is zero; above, it is positive and empty. The brackets give 1, ½ and 0. Lean splits into the same cases by comparing 4k with 2n.

```lean
/-- For `t > 0`, levels in the first half of the zone are full below a quarter of the zone,
half filled at it and empty above it. -/
theorem occupation_value {t : ℝ} (ht : 0 < t) {n k : ℕ} (hk : k < n) :
    occupation t (2 * n) k =
      ((if 4 * k < 2 * n then 1 else 0) + (if 4 * k ≤ 2 * n then 1 else 0)) / 2 := by
  have hN : (0 : ℝ) < ((2 * n : ℕ) : ℝ) := Nat.cast_pos.2 (by omega)
  have h0 : 0 ≤ 2 * π * k / ((2 * n : ℕ) : ℝ) := by positivity
  rcases lt_trichotomy (4 * k) (2 * n) with h | h | h
  · have a : 4 * (k : ℝ) < ((2 * n : ℕ) : ℝ) := by exact_mod_cast h
    have hc := Real.cos_pos_of_mem_Ioo (x := 2 * π * k / ((2 * n : ℕ) : ℝ))
      ⟨by linarith [Real.pi_pos],
       by rw [div_lt_iff₀ hN]; nlinarith [mul_pos Real.pi_pos (sub_pos.2 a)]⟩
    have hl : level t (2 * n) k < 0 := by rw [level]; nlinarith [mul_pos ht hc]
    rw [occupation, if_pos hl, if_pos h, if_pos h.le]; norm_num
  · have a : 4 * (k : ℝ) = ((2 * n : ℕ) : ℝ) := by exact_mod_cast h
    have hl : level t (2 * n) k = 0 := by
      rw [level, show 2 * π * k / ((2 * n : ℕ) : ℝ) = π / 2 by
        rw [div_eq_iff hN.ne']; linear_combination (π / 2) * a, Real.cos_pi_div_two, mul_zero]
    rw [occupation, if_neg (not_lt.2 hl.ge), if_pos hl, if_neg (not_lt.2 h.ge), if_pos h.le]
    norm_num
  · have a : ((2 * n : ℕ) : ℝ) < 4 * (k : ℝ) := by exact_mod_cast h
    have b : 2 * (k : ℝ) < ((2 * n : ℕ) : ℝ) := by exact_mod_cast (by omega : 2 * k < 2 * n)
    have hc := Real.cos_neg_of_pi_div_two_lt_of_lt (x := 2 * π * k / ((2 * n : ℕ) : ℝ))
      (by rw [lt_div_iff₀ hN]; nlinarith [mul_pos Real.pi_pos (sub_pos.2 a)])
      (by rw [div_lt_iff₀ hN]
          nlinarith [mul_pos Real.pi_pos (sub_pos.2 b), mul_pos Real.pi_pos hN])
    have hl : 0 < level t (2 * n) k := by rw [level]; nlinarith [mul_pos ht (neg_pos.2 hc)]
    rw [occupation, if_neg (not_lt.2 hl.le), if_neg hl.ne', if_neg (not_lt.2 h.le),
      if_neg (not_le.2 h)]
    norm_num
```

## (c) A sum of phases

For real x and a ≥ 0, show

2 sin x · Σ_{k<a} cos(2kx) = sin((2a−1)x) + sin x.

**Solution.** Each term is

2 sin x cos(2kx) = sin((2k+1)x) − sin((2k−1)x).

The sum telescopes to sin((2a−1)x) − sin(−x). Lean adds one term at a time by induction.

```lean
/-- Sum of the cosines of `a` consecutive plane-wave phases, with phase step `2x`. -/
theorem phase_sum (x : ℝ) (a : ℕ) : 2 * Real.sin x * ∑ k ∈ range a, Real.cos (2 * k * x) =
    Real.sin ((2 * a - 1) * x) + Real.sin x := by
  induction a with
  | zero => simp
  | succ a ih =>
    rw [show (2 * (a : ℝ) - 1) * x = 2 * a * x - x by ring, Real.sin_sub] at ih
    rw [sum_range_succ, show (2 * ((a + 1 : ℕ) : ℝ) - 1) * x = 2 * a * x + x by
      push_cast; ring, Real.sin_add]
    linear_combination ih
```

## (d) The density matrix at odd distance

Let r be odd, t > 0, N = 2n ≥ 2 and x = πr/N. Let a and b count the integers k ≥ 0 with 4k < N and 4k ≤ N. Show

2 sin x · N γ(r) = sin((2a−1)x) + sin((2b−1)x).

**Solution.** Since 2nx = πr with r odd, cos(2(n+k)x) = −cos(2kx). By (a), the levels k and n+k together contribute

f_k cos(2kx) − (1 − f_k) cos(2kx) = (2f_k − 1) cos(2kx).

Put C(j) = Σ_{k<j} cos(2kx). Then (b) gives

N γ(r) = C(a) + C(b) − C(n).

Multiply by 2 sin x and apply (c) three times:

2 sin x · N γ(r) = sin((2a−1)x) + sin((2b−1)x) + sin x − sin((2n−1)x).

The last two terms cancel, because sin(πr − x) = sin x for odd r. In Lean, `hflip` is the sign change, `hS` the paired sum and `hend` the cancellation.

```lean
/-- Density matrix at odd distance for `t > 0` on a non-empty ring of `2n` sites, where `a`
counts the levels below a quarter of the zone and `b` those up to and including it. -/
theorem density_odd {t : ℝ} (ht : 0 < t) {n a b : ℕ} (hn : 0 < n)
    (ha : ∀ k, k < a ↔ 4 * k < 2 * n) (hb : ∀ k, k < b ↔ 4 * k ≤ 2 * n) {r : ℤ} (hr : Odd r) :
    2 * Real.sin (π * r / (2 * n : ℕ)) * ((2 * n : ℕ) * densityMatrix t (2 * n) r) =
      Real.sin ((2 * a - 1) * (π * r / (2 * n : ℕ))) +
      Real.sin ((2 * b - 1) * (π * r / (2 * n : ℕ))) := by
  have hN : ((2 * n : ℕ) : ℝ) ≠ 0 := Nat.cast_ne_zero.2 (by omega)
  obtain ⟨x, hx⟩ : ∃ x : ℝ, x = π * r / (2 * n : ℕ) := ⟨_, rfl⟩
  rw [← hx]
  obtain ⟨q, hq⟩ := hr
  have hnx : 2 * (n : ℝ) * x = π + q * (2 * π) := by
    have h : x * ((2 * n : ℕ) : ℝ) = π * r := by rw [hx, div_mul_cancel₀ _ hN]
    rw [hq] at h
    push_cast at h
    linear_combination h
  have hphase : ∀ k : ℕ, Real.cos (2 * π * k / (2 * n : ℕ) * r) = Real.cos (2 * k * x) := by
    intro k; rw [hx]; congr 1; ring
  have hflip : ∀ k : ℕ, Real.cos (2 * ((n + k : ℕ) : ℝ) * x) = -Real.cos (2 * k * x) := by
    intro k
    rw [show 2 * ((n + k : ℕ) : ℝ) * x = (2 * k * x + π) + q * (2 * π) by
      push_cast; linear_combination hnx, Real.cos_add_int_mul_two_pi, Real.cos_add_pi]
  have hend : Real.sin ((2 * (n : ℝ) - 1) * x) = Real.sin x := by
    rw [show (2 * (n : ℝ) - 1) * x = (π - x) + q * (2 * π) by linear_combination hnx,
      Real.sin_add_int_mul_two_pi, Real.sin_pi_sub]
  have split : ∀ (f : ℕ → ℝ) (p s : ℕ), ∑ k ∈ range (p + s), f k =
      ∑ k ∈ range p, f k + ∑ k ∈ range s, f (p + k) := by
    intro f p s
    induction s with
    | zero => simp
    | succ s ih => rw [← add_assoc, sum_range_succ, ih, sum_range_succ, add_assoc]
  have cut : ∀ c ≤ n, ∑ k ∈ range n, (if k < c then Real.cos (2 * k * x) else 0) =
      ∑ k ∈ range c, Real.cos (2 * k * x) := by
    intro c hc
    rw [← sum_filter]
    congr 1
    ext k
    simp only [mem_filter, mem_range]
    omega
  -- pair each level with its partner half a zone away
  have hS : (2 * n : ℕ) * densityMatrix t (2 * n) r = ∑ k ∈ range a, Real.cos (2 * k * x) +
      ∑ k ∈ range b, Real.cos (2 * k * x) - ∑ k ∈ range n, Real.cos (2 * k * x) := by
    have h2 := split (fun k => occupation t (2 * n) k * Real.cos (2 * k * x)) n n
    rw [← two_mul n] at h2
    rw [densityMatrix, mul_div_cancel₀ _ hN]
    simp only [hphase]
    rw [h2, ← cut a (by have := ha n; omega), ← cut b (by have := hb n; omega),
      ← sum_add_distrib, ← sum_add_distrib, ← sum_sub_distrib]
    refine sum_congr rfl fun k hk => ?_
    rw [occupation_half_shift t hn k, hflip, occupation_value ht (mem_range.1 hk)]
    simp only [ha, hb]
    split_ifs <;> ring
  rw [hS]
  linear_combination phase_sum x a + phase_sum x b - phase_sum x n - hend
```

## (e) Two facts about the phase

With the same n, r and x, show

sin x ≠ 0 and cos(nx) = 0.

**Solution.** If sin x = 0, then r = Nz for an integer z, which makes r even. And nx = πr/2 is an odd multiple of π/2.

```lean
/-- For odd `r` on a non-empty ring of `2n` sites, the phase `x = πr/(2n)` has `sin x ≠ 0` and
`cos (n x) = 0`. -/
theorem odd_phase {n : ℕ} (hn : 0 < n) {r : ℤ} (hr : Odd r) :
    Real.sin (π * r / (2 * n : ℕ)) ≠ 0 ∧ Real.cos (n * (π * r / (2 * n : ℕ))) = 0 := by
  have hN : ((2 * n : ℕ) : ℝ) ≠ 0 := Nat.cast_ne_zero.2 (by omega)
  obtain ⟨q, hq⟩ := hr
  constructor
  · intro h
    obtain ⟨z, hz⟩ := Real.sin_eq_zero_iff.1 h
    rw [eq_div_iff hN] at hz
    have e : (r : ℝ) = ((2 * n : ℕ) : ℝ) * z :=
      mul_left_cancel₀ Real.pi_ne_zero (by linear_combination -hz)
    have e' : r = ((2 * n : ℕ) : ℤ) * z := by exact_mod_cast e
    have h2 : (2 : ℤ) ∣ r := ⟨n * z, by rw [e']; push_cast; ring⟩
    omega
  · refine Real.cos_eq_zero_iff.2 ⟨q, ?_⟩
    rw [mul_div_assoc', div_eq_div_iff hN two_ne_zero, hq]
    push_cast
    ring
```

## (f) The depth for each family

For t > 0, odd r and m ≥ 0, show

h(r) = 2/(N sin(πr/N))² for N = 4m+2,

h(r) = 2/(N sin(πr/N))² − 2/N² for N = 4m+4.

**Solution.** For N = 4m+2, a = b = m+1 and 2a−1 = n, so (d) reads

N γ(r) sin x = sin(nx).

By (e), sin²(nx) = 1. Square, divide and double.

For N = 4m+4, a = m+1 and b = m+2, so the two phases are (n−1)x and (n+1)x. Their sines add to 2 sin(nx) cos x, hence

(N γ(r) sin x)² = cos²x = 1 − sin²x.

Dividing by (N sin x)² and doubling gives the extra −2/N². Lean does the squaring inside `linear_combination`.

```lean
/-- Exchange-hole depth at odd distance `r` for `t > 0`: rings with `N = 4m+4` have the extra
term `-2/N²` compared with the formula for `N = 4m+2`. -/
theorem exchangeHole_odd {t : ℝ} (ht : 0 < t) (m : ℕ) {r : ℤ} (hr : Odd r) :
    exchangeHole t (4 * m + 2) r =
      2 / ((4 * m + 2 : ℕ) * Real.sin (π * r / (4 * m + 2 : ℕ))) ^ 2 ∧
    exchangeHole t (4 * m + 4) r =
      2 / ((4 * m + 4 : ℕ) * Real.sin (π * r / (4 * m + 4 : ℕ))) ^ 2 -
        2 / ((4 * m + 4 : ℕ) : ℝ) ^ 2 := by
  have alg : ∀ n s : ℝ, s ≠ 0 →
      2 / (n * s) ^ 2 - 2 / n ^ 2 = (2 - 2 * s ^ 2) / (n * s) ^ 2 := by
    intro n s hs
    rw [sub_div, mul_pow, mul_div_mul_right _ _ (pow_ne_zero 2 hs)]
  constructor
  · rw [show 4 * m + 2 = 2 * (2 * m + 1) by ring]
    have hN : ((2 * (2 * m + 1) : ℕ) : ℝ) ≠ 0 := Nat.cast_ne_zero.2 (by omega)
    obtain ⟨hs, hc⟩ := odd_phase (n := 2 * m + 1) (by omega) hr
    have h := density_odd ht (n := 2 * m + 1) (a := m + 1) (b := m + 1) (by omega)
      (by intro k; omega) (by intro k; omega) hr
    generalize π * (r : ℝ) / ((2 * (2 * m + 1) : ℕ) : ℝ) = x at hs hc h ⊢
    rw [show (2 * ((m + 1 : ℕ) : ℝ) - 1) * x = ((2 * m + 1 : ℕ) : ℝ) * x by
      push_cast; ring] at h
    have hS := Real.sin_sq_add_cos_sq (((2 * m + 1 : ℕ) : ℝ) * x)
    rw [hc] at hS
    rw [exchangeHole, eq_div_iff (pow_ne_zero 2 (mul_ne_zero hN hs))]
    linear_combination (Real.sin x * ((2 * (2 * m + 1) : ℕ) *
      densityMatrix t (2 * (2 * m + 1)) r) + Real.sin (((2 * m + 1 : ℕ) : ℝ) * x)) * h + 2 * hS
  · rw [show 4 * m + 4 = 2 * (2 * m + 2) by ring]
    have hN : ((2 * (2 * m + 2) : ℕ) : ℝ) ≠ 0 := Nat.cast_ne_zero.2 (by omega)
    obtain ⟨hs, hc⟩ := odd_phase (n := 2 * m + 2) (by omega) hr
    have h := density_odd ht (n := 2 * m + 2) (a := m + 1) (b := m + 2) (by omega)
      (by intro k; omega) (by intro k; omega) hr
    generalize π * (r : ℝ) / ((2 * (2 * m + 2) : ℕ) : ℝ) = x at hs hc h ⊢
    -- the half-filled shell averages two neighbouring phases
    rw [show (2 * ((m + 1 : ℕ) : ℝ) - 1) * x = ((2 * m + 2 : ℕ) : ℝ) * x - x by
        push_cast; ring,
      show (2 * ((m + 2 : ℕ) : ℝ) - 1) * x = ((2 * m + 2 : ℕ) : ℝ) * x + x by
        push_cast; ring, Real.sin_sub, Real.sin_add, hc] at h
    have hS := Real.sin_sq_add_cos_sq (((2 * m + 2 : ℕ) : ℝ) * x)
    rw [hc] at hS
    rw [exchangeHole, alg _ _ hs, eq_div_iff (pow_ne_zero 2 (mul_ne_zero hN hs))]
    linear_combination (Real.sin x * ((2 * (2 * m + 2) : ℕ) *
      densityMatrix t (2 * (2 * m + 2)) r) +
      Real.sin (((2 * m + 2 : ℕ) : ℝ) * x) * Real.cos x) * h +
      2 * Real.cos x ^ 2 * hS + 2 * Real.sin_sq_add_cos_sq x
```

## (g) A limit for the sine

Show that, as x → 0 through non-zero values,

1/sin²x − 1/x² → 1/3.

**Solution.** Let q = (x − sin x)/x³ and u = sin x/x = 1 − x²q. From sin x = x − x³/6 + O(x⁴), q → 1/6 and u → 1. Factorising x² − sin²x gives

1/sin²x − 1/x² = q(1 + u)/u² → 1/3.

Lean obtains the limit of q (`hq`) by squeezing with `Real.sin_bound`.

```lean
/-- The difference `1/sin² x - 1/x²` tends to `1/3` as `x` tends to zero through non-zero
values. -/
theorem inv_sin_sq_sub_limit :
    Tendsto (fun x : ℝ => 1 / Real.sin x ^ 2 - 1 / x ^ 2) (𝓝[≠] 0) (𝓝 (1 / 3)) := by
  have hx : Tendsto (fun x : ℝ => x) (𝓝[≠] 0) (𝓝 0) := tendsto_id.mono_left nhdsWithin_le_nhds
  have near : ∀ᶠ x : ℝ in 𝓝[≠] 0, x ∈ Set.Icc (-1 : ℝ) 1 :=
    nhdsWithin_le_nhds (Icc_mem_nhds (by norm_num) (by norm_num))
  have hne : ∀ᶠ x : ℝ in 𝓝[≠] 0, x ≠ 0 := self_mem_nhdsWithin
  -- the cubic Taylor coefficient of the sine, with its sign reversed
  have hq : Tendsto (fun x : ℝ => (x - Real.sin x) / x ^ 3) (𝓝[≠] 0) (𝓝 (1 / 6)) := by
    rw [tendsto_iff_norm_sub_tendsto_zero]
    have ha : Tendsto (fun x : ℝ => |x|) (𝓝[≠] 0) (𝓝 0) := by simpa using hx.abs
    refine squeeze_zero' (Eventually.of_forall fun _ => norm_nonneg _) ?_ ha
    filter_upwards [hne, near] with x h0 h1
    have h3 : x ^ 3 ≠ 0 := pow_ne_zero 3 h0
    have hx1 : |x| ≤ 1 := abs_le.2 ⟨h1.1, h1.2⟩
    have e : (x - Real.sin x) / x ^ 3 - 1 / 6 = -(Real.sin x - (x - x ^ 3 / 6)) / x ^ 3 := by
      rw [eq_div_iff h3, sub_mul, div_mul_cancel₀ _ h3]; ring
    rw [e, Real.norm_eq_abs, abs_div, abs_neg, abs_pow, div_le_iff₀ (by positivity)]
    refine (Real.sin_bound hx1).trans ?_
    have h4 := pow_nonneg (abs_nonneg x) 4
    nlinarith [mul_nonneg h4 (sub_nonneg.2 hx1)]
  have hs := (tendsto_const_nhds (x := (1 : ℝ)) (f := 𝓝[≠] (0 : ℝ))).sub ((hx.pow 2).mul hq)
  have h := (hq.mul (hs.const_add 1)).div (hs.pow 2) (by norm_num)
  rw [show (1 / 6 * (1 + (1 - 0 ^ 2 * (1 / 6))) / (1 - 0 ^ 2 * (1 / 6)) ^ 2 : ℝ) = 1 / 3 by
    norm_num] at h
  refine h.congr' ?_
  filter_upwards [hne, near] with x h0 h1
  have hsin : Real.sin x ≠ 0 := fun h2 => h0 ((Real.sin_eq_zero_iff_of_lt_of_lt
    (by linarith [h1.1, Real.pi_gt_three]) (by linarith [h1.2, Real.pi_gt_three])).1 h2)
  have e : 1 - x ^ 2 * ((x - Real.sin x) / x ^ 3) = Real.sin x / x := by
    have h3 : (x - Real.sin x) / x ^ 3 * x ^ 3 = x - Real.sin x :=
      div_mul_cancel₀ _ (pow_ne_zero 3 h0)
    rw [eq_div_iff h0]
    linear_combination -h3
  change (x - Real.sin x) / x ^ 3 * (1 + (1 - x ^ 2 * ((x - Real.sin x) / x ^ 3))) /
    (1 - x ^ 2 * ((x - Real.sin x) / x ^ 3)) ^ 2 = 1 / Real.sin x ^ 2 - 1 / x ^ 2
  rw [e]
  field_simp
  ring
```

## (h) The finite-size error

For t > 0 and fixed odd r, show that as m → ∞

N²(h(r) − 2/(πr)²) → 2/3 along N = 4m+2,

N²(h(r) − 2/(πr)²) → −4/3 along N = 4m+4.

**Solution.** With x = πr/N, the first formula in (f) gives

N²(h(r) − 2/(πr)²) = 2(1/sin²x − 1/x²) → 2/3.

In the second family, N² times −2/N² adds −2, and 2/3 − 2 = −4/3. In Lean, `lim` inserts the sequence x = πr/N into (g), and `atTop` means m → ∞.

For neighbours, the opening rings already come close:

N = 6: 36(2/9 − 2/π²) ≈ 0.70,

N = 4: 16(1/8 − 2/π²) ≈ −1.24.

For these non-interacting rings with independently half-filled zero levels, an extrapolation of the exchange hole in 1/N² should therefore keep the two families apart. The filling matters: in an equal mixture of the states with exactly one electron per spin in the two zero levels, the depth at odd distance for N = 4m+4 would lack the term −2/N², and both families would converge from above. The theorem concerns odd distances only.

```lean
/-- For `t > 0` and sites a fixed odd distance `r` apart, `N²` times the deviation of the
exchange-hole depth from `2/(πr)²` tends to `2/3` along `N = 4m+2` and to `-4/3` along
`N = 4m+4`. -/
theorem exchange_hole_finite_size {t : ℝ} (ht : 0 < t) {r : ℤ} (hr : Odd r) :
    Tendsto (fun m : ℕ => ((4 * m + 2 : ℕ) : ℝ) ^ 2 *
      (exchangeHole t (4 * m + 2) r - 2 / (π * r) ^ 2)) atTop (𝓝 (2 / 3)) ∧
    Tendsto (fun m : ℕ => ((4 * m + 4 : ℕ) : ℝ) ^ 2 *
      (exchangeHole t (4 * m + 4) r - 2 / (π * r) ^ 2)) atTop (𝓝 (-4 / 3)) := by
  have hr0 : (r : ℝ) ≠ 0 := by
    obtain ⟨n, hn⟩ := hr
    exact Int.cast_ne_zero.2 (by omega)
  have lim : ∀ u : ℕ → ℕ, (∀ m, m < u m) → Tendsto (fun m => 1 / Real.sin (π * r / (u m : ℝ)) ^ 2
      - 1 / (π * r / (u m : ℝ)) ^ 2) atTop (𝓝 (1 / 3)) := by
    intro u hu
    have hu' : Tendsto u atTop atTop := tendsto_atTop_mono (fun m => (hu m).le) tendsto_id
    have h : Tendsto (fun m => π * r / (u m : ℝ)) atTop (𝓝[≠] 0) :=
      tendsto_nhdsWithin_iff.2 ⟨tendsto_const_nhds.div_atTop
        (tendsto_natCast_atTop_atTop.comp hu'), Eventually.of_forall fun m =>
        div_ne_zero (mul_ne_zero Real.pi_ne_zero hr0)
          (Nat.cast_ne_zero.2 (Nat.ne_of_gt (lt_of_le_of_lt (Nat.zero_le m) (hu m))))⟩
    exact inv_sin_sq_sub_limit.comp h
  have alg : ∀ n s y : ℝ, n ≠ 0 →
      2 * (1 / s ^ 2 - 1 / (y / n) ^ 2) = n ^ 2 * (2 / (n * s) ^ 2 - 2 / y ^ 2) := by
    intro n s y hn
    have h : n ^ 2 / n ^ 2 = 1 := div_self (pow_ne_zero 2 hn)
    rw [mul_pow, div_pow, one_div_div]
    linear_combination -(2 / s ^ 2) * h
  constructor
  · have h := (lim (fun m => 4 * m + 2) (fun m => by show m < 4 * m + 2; omega)).const_mul 2
    rw [show (2 : ℝ) * (1 / 3) = 2 / 3 by norm_num] at h
    refine h.congr fun m => ?_
    rw [(exchangeHole_odd ht m hr).1]
    exact alg _ _ _ (Nat.cast_ne_zero.2 (by omega))
  · have h := ((lim (fun m => 4 * m + 4)
      (fun m => by show m < 4 * m + 4; omega)).const_mul 2).sub_const 2
    rw [show (2 : ℝ) * (1 / 3) - 2 = -4 / 3 by norm_num] at h
    refine h.congr fun m => ?_
    have hN : ((4 * m + 4 : ℕ) : ℝ) ≠ 0 := Nat.cast_ne_zero.2 (by omega)
    rw [(exchangeHole_odd ht m hr).2, alg _ _ _ hN]
    -- the half-filled shell contributes the constant shift `-2`
    have h2 : ((4 * m + 4 : ℕ) : ℝ) ^ 2 * (2 / ((4 * m + 4 : ℕ) : ℝ) ^ 2) = 2 :=
      mul_div_cancel₀ _ (pow_ne_zero 2 hN)
    rw [sub_right_comm, mul_sub _ _ (2 / ((4 * m + 4 : ℕ) : ℝ) ^ 2), h2]

end

end HalfFilledRing
```

```lean
#print axioms HalfFilledRing.exchangeHole_odd
-- 'HalfFilledRing.exchangeHole_odd' depends on axioms: [propext, Classical.choice, Quot.sound]
#print axioms HalfFilledRing.exchange_hole_finite_size
-- 'HalfFilledRing.exchange_hole_finite_size' depends on axioms: [propext, Classical.choice, Quot.sound]
```
